# With one particle held at x, the correlated Gaussian exp(−a(x² + y²) − g(x − y)²) is square-integrable in y exactly when a + g > 0

The theorem `section_integrable_iff` concerns an unnormalised wavefunction of two particles on a line, exp(−a(x² + y²) − g(x − y)²), with real parameters a and g of either sign. It states that, for any fixed position x of the first particle, the square of this function is integrable over the position y of the second if and only if a + g > 0. For the forward direction, the attempt adds the squared values at y and −y, multiplies by exp(2(a + g)x²), and shows that the result bounds the pure Gaussian exp(−2(a + g)y²), whose integrability forces a + g > 0. For the converse it completes the square in y and uses the integrability of a shifted Gaussian.

The first attempt, which Lean rejects:

```lean
import Mathlib

open MeasureTheory Real

namespace CorrelatedGaussianNorm

noncomputable section

/-- The one-dimensional two-particle correlated Gaussian
`exp(-a(x² + y²) - g(x - y)²)`, as a function of the pair `(x, y)`. -/
def correlatedGaussian (a g : ℝ) : ℝ × ℝ → ℝ :=
  fun p => Real.exp (-a * (p.1 ^ 2 + p.2 ^ 2) - g * (p.1 - p.2) ^ 2)

/-- If `a + g ≠ 0`, completing the square in `y` writes the squared correlated Gaussian as a
Gaussian in `x` times a shifted Gaussian in `y`. -/
theorem sq_eq_completed (a g x y : ℝ) (hs : a + g ≠ 0) :
    correlatedGaussian a g (x, y) ^ 2 =
      Real.exp (-(2 * (a * (a + 2 * g)) / (a + g)) * x ^ 2) *
        Real.exp (-(2 * (a + g)) * (y - g * x / (a + g)) ^ 2) := by
  rw [← Real.exp_add, sq, correlatedGaussian, ← Real.exp_add]
  congr 1
  field_simp
  ring

/-- With the first particle held at `x`, the squared correlated Gaussian is integrable over the
position of the second particle exactly when `a + g > 0`. -/
theorem section_integrable_iff (a g x : ℝ) :
    Integrable (fun y : ℝ => correlatedGaussian a g (x, y) ^ 2) ↔ 0 < a + g := by
  constructor
  · intro h
    -- the values at y and -y together dominate a pure Gaussian in y
    have hsum := (h.add h.comp_neg).const_mul (Real.exp (2 * (a + g) * x ^ 2))
    have key : ∀ y : ℝ, Real.exp (2 * (a + g) * x ^ 2) * correlatedGaussian a g (x, y) ^ 2 =
        Real.exp (-(2 * (a + g)) * y ^ 2 + 4 * (g * x * y)) := by
      intro y
      rw [sq (correlatedGaussian a g (x, y)), correlatedGaussian, ← Real.exp_add,
        ← Real.exp_add]
      congr 1
      ring
    have hG : Integrable (fun y : ℝ => Real.exp (-(2 * (a + g)) * y ^ 2)) := by
      refine hsum.mono' (Continuous.aestronglyMeasurable (by fun_prop))
        (Filter.Eventually.of_forall fun y => ?_)
      change ‖Real.exp (-(2 * (a + g)) * y ^ 2)‖ ≤ Real.exp (2 * (a + g) * x ^ 2) *
        (correlatedGaussian a g (x, y) ^ 2 + correlatedGaussian a g (x, -y) ^ 2)
      rw [Real.norm_of_nonneg (Real.exp_pos _).le, mul_add, key y, key (-y)]
      have p1 := Real.exp_pos (-(2 * (a + g)) * y ^ 2 + 4 * (g * x * y))
      have p2 := Real.exp_pos (-(2 * (a + g)) * (-y) ^ 2 + 4 * (g * x * (-y)))
      rcases le_total 0 (g * x * y) with ht | ht
      · have h1 : Real.exp (-(2 * (a + g)) * y ^ 2) ≤
            Real.exp (-(2 * (a + g)) * y ^ 2 + 4 * (g * x * y)) :=
          Real.exp_le_exp.2 (by linarith)
        linarith
      · have h1 : Real.exp (-(2 * (a + g)) * y ^ 2) ≤
            Real.exp (-(2 * (a + g)) * (-y) ^ 2 + 4 * (g * x * (-y))) :=
          Real.exp_le_exp.2 (by rw [neg_sq]; linarith)
        linarith
    have := integrable_exp_neg_mul_sq_iff.1 hG
    linarith
  · intro hs
    simp only [sq_eq_completed a g x _ hs.ne']
    have hb : 0 < 2 * (a + g) := by linarith
    exact ((integrable_exp_neg_mul_sq hb).comp_sub_right (g * x / (a + g))).const_mul _

end

end CorrelatedGaussianNorm
```

The error:

```
Main.lean:45:60: error: Tactic `rewrite` failed: Did not find an occurrence of the pattern
  rexp (2 * (a + g) * x ^ 2) * correlatedGaussian a g (x, y) ^ 2
in the target expression
  rexp (-(2 * a + 2 * g) * y ^ 2) ≤
    rexp ((2 * a + 2 * g) * x ^ 2) * (correlatedGaussian a g (x, y) ^ 2 + correlatedGaussian a g (x, -y) ^ 2)

a g x : ℝ
h : Integrable (fun y => correlatedGaussian a g (x, y) ^ 2) volume
hsum :
  Integrable
    (fun x_1 =>
      rexp (2 * (a + g) * x ^ 2) *
        ((fun y => correlatedGaussian a g (x, y) ^ 2) + fun t => correlatedGaussian a g (x, -t) ^ 2) x_1)
    volume
key :
  ∀ (y : ℝ),
    rexp (2 * (a + g) * x ^ 2) * correlatedGaussian a g (x, y) ^ 2 = rexp (-(2 * (a + g)) * y ^ 2 + 4 * (g * x * y))
y : ℝ
⊢ rexp (-(2 * a + 2 * g) * y ^ 2) ≤
    rexp ((2 * a + 2 * g) * x ^ 2) * (correlatedGaussian a g (x, y) ^ 2 + correlatedGaussian a g (x, -y) ^ 2)
```

Diagnosis. The message says that `rw` could not find the left side of `key y` in the goal. The step at fault is the one before it, `mul_add`, which was meant to distribute the factor `Real.exp (2 * (a + g) * x ^ 2)` over the sum of the two squared values. Given no arguments, `mul_add` fits any product of the form `a * (b + c)`, and `rw` settled on `2 * (a + g)` inside the exponents. It rewrote every occurrence of that term to `2 * a + 2 * g`, as the printed goal shows, and left the outer product undistributed. The goal therefore contained neither the separate product that `key y` needs nor the exponent in the form `key y` states it.

The repair gives `mul_add` its first argument, `Real.exp (2 * (a + g) * x ^ 2)`. Now only a product with that exponential as its left factor can match, so the outer product is distributed and the exponents stay as they were. The two resulting terms are exactly the left sides of `key y` and `key (-y)`. Splitting the `rw` over two lines is mere layout.

The change, after which it compiles:

```diff
@@ -43,5 +43,6 @@
       change ‖Real.exp (-(2 * (a + g)) * y ^ 2)‖ ≤ Real.exp (2 * (a + g) * x ^ 2) *
         (correlatedGaussian a g (x, y) ^ 2 + correlatedGaussian a g (x, -y) ^ 2)
-      rw [Real.norm_of_nonneg (Real.exp_pos _).le, mul_add, key y, key (-y)]
+      rw [Real.norm_of_nonneg (Real.exp_pos _).le,
+        mul_add (Real.exp (2 * (a + g) * x ^ 2)), key y, key (-y)]
       have p1 := Real.exp_pos (-(2 * (a + g)) * y ^ 2 + 4 * (g * x * y))
       have p2 := Real.exp_pos (-(2 * (a + g)) * (-y) ^ 2 + 4 * (g * x * (-y)))
```
